# A free particle on an infinite nearest-neighbour chain has no normalizable energy eigenstate

An electron hops between neighbouring sites of a long chain of identical atoms. If one atom is replaced by a more attractive one, the electron can be trapped there, in a state of definite energy whose amplitude falls off on both sides. If all atoms are the same, nothing marks a place for the electron to stay. Is there still a state of definite energy that can be normalized?

On a finite chain the answer is yes, because every eigenvector of a finite matrix has finite norm. On the infinite chain the answer is no, for one particle with nearest-neighbour hopping and no potential. The argument below needs only that the wave function vanishes at both ends, which normalizability implies.

## The lattice kinetic energy

Let $u_j$ be the complex amplitude at site $j$, where $j$ runs over all integers. The kinetic energy acts as the negative second difference,

$$(Tu)_j = -(u_{j+1} - 2u_j + u_{j-1}),$$

and a state of energy $E$ satisfies $(Tu)_j = E u_j$ at every site. Energies are in units of the hopping energy. For a particle of mass $m$ on a grid of spacing $a$ this unit is $\hbar^2/(2ma^2)$. The tight-binding Hamiltonian is often written without the diagonal term $2u_j$; its energies are then lower by 2 in these units.

In Lean a wave function is any function `u : ℤ → ℂ`, and `kinetic u j` is $(Tu)_j$. Normalizability is not built into the type, so it appears as a hypothesis where it is needed.

```lean
import Mathlib

open Filter Topology

namespace FreeLatticeBoundStates

noncomputable section

/-- The kinetic energy on the infinite chain, in units of the hopping energy:
the negative second difference of the wave function. -/
def kinetic (u : ℤ → ℂ) (j : ℤ) : ℂ :=
  -(u (j + 1) - 2 * u j + u (j - 1))
```

One particular wave function is also given a name, for use with the impurity at site zero in a later section. It is $r^{|j|}$ with $r$ real, and `j.natAbs` is $|j|$ as a natural number. No normalization factor is included.

```lean
/-- The wave function `r ^ |j|`, centred at site zero. -/
def boundState (r : ℝ) (j : ℤ) : ℂ :=
  (r : ℂ) ^ j.natAbs
```

## A geometric sequence cannot vanish at both ends

Suppose that a sequence $v_j$ is multiplied by the same complex number $s$ at each step, $v_{j+1} = s v_j$, and tends to zero in both directions. Fix a site $j$ and let $n$ be a natural number.

If $|s| \ge 1$, go to the right:

$$|v_{j+n}| = |s|^n |v_j| \ge |v_j|.$$

The left side tends to zero as $n \to \infty$, so $|v_j| \le 0$ and $v_j = 0$.

If $|s| \le 1$, go to the left:

$$|v_j| = |s|^n |v_{j-n}| \le |v_{j-n}|.$$

Again the right side tends to zero, so $v_j = 0$. Since $j$ was arbitrary, $v = 0$.

Vanishing at both ends is written `Tendsto v cofinite (𝓝 0)`. It says that for every $\varepsilon > 0$ only finitely many sites have $|v_j| \ge \varepsilon$, which on the integers is the same as convergence to zero in both directions.

The proof has one branch for each direction. In each, `mono` is the inequality above, shown by induction on $n$. The sites $j \pm n$ are all different (`inj`), so decay over the whole chain gives decay along this half of it (`lim`). Then `ge_of_tendsto'` passes to the limit in the inequality.

```lean
/-- A sequence on the chain that is multiplied by a fixed complex factor at each step
and vanishes at both ends is zero. -/
theorem geometric_eq_zero {v : ℤ → ℂ} {s : ℂ}
    (hstep : ∀ j, v (j + 1) = s * v j) (hv : Tendsto v cofinite (𝓝 0)) :
    v = 0 := by
  funext j
  rcases le_total 1 ‖s‖ with h | h
  · -- the modulus does not decrease to the right
    have mono : ∀ n : ℕ, ‖v j‖ ≤ ‖v (j + (n : ℤ))‖ := by
      intro n
      induction n with
      | zero => simp
      | succ n ih =>
        have e : v (j + ((n + 1 : ℕ) : ℤ)) = s * v (j + (n : ℤ)) := by
          rw [← hstep]
          congr 1
          push_cast
          ring
        rw [e, norm_mul]
        nlinarith [mul_nonneg (sub_nonneg.2 h) (norm_nonneg (v (j + (n : ℤ))))]
    have inj : Function.Injective (fun n : ℕ => j + (n : ℤ)) := by
      intro a b hab
      dsimp only at hab
      omega
    have lim : Tendsto (fun n : ℕ => ‖v (j + (n : ℤ))‖) atTop (𝓝 0) := by
      have h1 := (hv.comp inj.tendsto_cofinite).norm
      rw [Nat.cofinite_eq_atTop] at h1
      simpa [Function.comp_def] using h1
    exact norm_le_zero_iff.1 (ge_of_tendsto' lim mono)
  · -- the modulus does not decrease to the left
    have mono : ∀ n : ℕ, ‖v j‖ ≤ ‖v (j - (n : ℤ))‖ := by
      intro n
      induction n with
      | zero => simp
      | succ n ih =>
        have e : v (j - (n : ℤ)) = s * v (j - ((n + 1 : ℕ) : ℤ)) := by
          rw [← hstep]
          congr 1
          push_cast
          ring
        rw [e, norm_mul] at ih
        nlinarith [mul_nonneg (sub_nonneg.2 h)
          (norm_nonneg (v (j - ((n + 1 : ℕ) : ℤ))))]
    have inj : Function.Injective (fun n : ℕ => j - (n : ℤ)) := by
      intro a b hab
      dsimp only at hab
      omega
    have lim : Tendsto (fun n : ℕ => ‖v (j - (n : ℤ))‖) atTop (𝓝 0) := by
      have h1 := (hv.comp inj.tendsto_cofinite).norm
      rw [Nat.cofinite_eq_atTop] at h1
      simpa [Function.comp_def] using h1
    exact norm_le_zero_iff.1 (ge_of_tendsto' lim mono)
```

## Splitting the second-order equation into two first-order ones

The eigenvalue equation at site $j+1$ reads

$$u_{j+2} = (2-E)\,u_{j+1} - u_j.$$

Choose complex numbers $r$ and $s$ with

$$r + s = 2 - E, \qquad rs = 1.$$

They exist for every complex $E$: take $d$ with $d^2 = (2-E)^2 - 4$ and set

$$r = \frac{2-E+d}{2}, \qquad s = \frac{2-E-d}{2}.$$

The sum is $2-E$, and the product is $\big((2-E)^2 - d^2\big)/4 = 1$.

Now define $v_j = u_{j+1} - r u_j$. Then

$$v_{j+1} = u_{j+2} - r u_{j+1} = (r+s)u_{j+1} - rs\,u_j - r u_{j+1} = s\,(u_{j+1} - r u_j) = s v_j.$$

If $u$ vanishes at both ends, so does $v$, and the previous result gives $v = 0$. This means $u_{j+1} = r u_j$ at every site. So $u$ is itself geometric and vanishes at both ends, and the same result gives $u = 0$.

The two roots coincide at $E = 0$ and $E = 4$, where the general solution contains a term $j r^j$. The argument never writes down the general solution, so these energies need no separate treatment.

In the theorem, `hE` is the eigenvalue equation at all sites and `hu` is the decay at both ends. The number $d$ comes from the algebraic closedness of $\mathbb{C}$. The statement `hv` is $v = 0$. Inside its proof, `linear_combination` combines the eigenvalue equation at site $j+1$ with the two conditions on $r$ and $s$, exactly as in the display above. The last line is the second use of the geometric result.

```lean
/-- For every complex energy, a solution of the free lattice Schrödinger equation
that vanishes at both ends of the chain is zero. -/
theorem eq_zero_of_vanishing_at_ends {u : ℤ → ℂ} {E : ℂ}
    (hE : ∀ j, kinetic u j = E * u j) (hu : Tendsto u cofinite (𝓝 0)) :
    u = 0 := by
  -- the two roots of the characteristic equation
  obtain ⟨r, s, hsum, hprod⟩ : ∃ r s : ℂ, r + s = 2 - E ∧ r * s = 1 := by
    obtain ⟨d, hd⟩ := IsAlgClosed.exists_pow_nat_eq ((2 - E) ^ 2 - 4) (n := 2) (by norm_num)
    refine ⟨(2 - E + d) / 2, (2 - E - d) / 2, by ring, ?_⟩
    linear_combination (-1 / 4 : ℂ) * hd
  -- removing one root leaves a geometric sequence with the other
  have hv : (fun j => u (j + 1) - r * u j) = 0 := by
    apply geometric_eq_zero (s := s)
    · intro j
      have h := hE (j + 1)
      simp only [kinetic, add_sub_cancel_right] at h
      linear_combination -h - u (j + 1) * hsum + u j * hprod
    · have inj : Function.Injective (fun j : ℤ => j + 1) := by
        intro a b hab
        dsimp only at hab
        omega
      have h1 := (hu.comp inj.tendsto_cofinite).sub (hu.const_mul r)
      simpa [Function.comp_def] using h1
  exact geometric_eq_zero (s := r) (fun j => sub_eq_zero.1 (congrFun hv j)) hu
```

## Normalizable states vanish at both ends

A state is normalizable if $\sum_j |u_j|^2$ is finite. The terms of a convergent sum tend to zero, so $|u_j|^2 \to 0$ at both ends. Taking square roots gives $|u_j| \to 0$, and the previous theorem applies: $u = 0$.

The formal statement takes a function `u` on the chain and a number `E`, and assumes that `‖u j‖ ^ 2` is summable and that the eigenvalue equation holds at every site. It concludes that `u` is the zero function, which is not a state. The energy is any complex number, so the real energies of quantum mechanics are included. In the proof, `tendsto_cofinite_zero` supplies the decay of the terms, and continuity of the square root does the rest.

```lean
/-- The free lattice kinetic energy has no normalizable eigenstates: a square summable
solution of the eigenvalue equation, at any complex energy, is zero. -/
theorem no_free_bound_states {u : ℤ → ℂ} {E : ℂ}
    (hu : Summable fun j => ‖u j‖ ^ 2) (hE : ∀ j, kinetic u j = E * u j) :
    u = 0 := by
  apply eq_zero_of_vanishing_at_ends hE
  -- a summable density vanishes at both ends, and so does its square root
  have h := (Real.continuous_sqrt.tendsto 0).comp hu.tendsto_cofinite_zero
  rw [tendsto_zero_iff_norm_tendsto_zero]
  simpa only [Function.comp_def, Real.sqrt_zero, Real.sqrt_sq (norm_nonneg _)] using h
```

For a single electron on a perfect infinite chain with one orbital per site and nearest-neighbour hopping, this says that no stationary state is localized. The step from the grid to a particle in continuous space is a separate one: it would need the limit $a \to 0$, and the theorem holds the grid fixed.

## Plane waves are bounded but not normalizable

The free chain does have solutions of definite energy. For a real wave number $k$, measured in units of the inverse spacing, let $u_j = e^{ikj}$. Since $u_{j\pm1} = e^{ikj}e^{\pm ik}$,

$$(Tu)_j = -(e^{ik} - 2 + e^{-ik})\,e^{ikj} = (2 - 2\cos k)\,e^{ikj}.$$

The modulus is one at every site, so $\sum_j |u_j|^2$ diverges. These waves show that decay at the ends cannot be weakened to boundedness.

The theorem states both facts at each site: the modulus is one, and the eigenvalue equation holds with energy $2 - 2\cos k$. In the proof, `hp` and `hm` are the two factorisations of the neighbouring amplitudes, and `Complex.two_cos` writes $2\cos k$ as the sum of exponentials $e^{ik} + e^{-ik}$.

```lean
/-- A plane wave with real wave number `k` has modulus one at every site and solves the
free equation with energy `2 - 2 cos k`. -/
theorem plane_wave (k : ℝ) (j : ℤ) :
    ‖Complex.exp (k * j * Complex.I)‖ = 1 ∧
    kinetic (fun m => Complex.exp (k * m * Complex.I)) j =
      (2 - 2 * Complex.cos k) * Complex.exp (k * j * Complex.I) := by
  constructor
  · have h := Complex.norm_exp_ofReal_mul_I (k * j)
    push_cast at h
    exact h
  · have hp : Complex.exp (k * ((j + 1 : ℤ) : ℂ) * Complex.I) =
        Complex.exp (k * j * Complex.I) * Complex.exp (k * Complex.I) := by
      rw [← Complex.exp_add]
      congr 1
      push_cast
      ring
    have hm : Complex.exp (k * ((j - 1 : ℤ) : ℂ) * Complex.I) =
        Complex.exp (k * j * Complex.I) * Complex.exp (-k * Complex.I) := by
      rw [← Complex.exp_add]
      congr 1
      push_cast
      ring
    simp only [kinetic]
    rw [hp, hm, Complex.two_cos]
    ring
```

## One attractive site binds a state

Let $0 < r < 1$, now a real number, and let $u_j = r^{|j|}$. For $j \ge 1$,

$$(Tu)_j = -(r^{j+1} - 2r^j + r^{j-1}) = \left(2 - r - \frac1r\right) r^j,$$

and the left half of the chain follows by symmetry. At $j = 0$ both neighbours have amplitude $r$, so $(Tu)_0 = 2 - 2r$, which differs from the value needed. A potential of strength $r - 1/r$ at this site alone makes up the difference:

$$2 - 2r + \left(r - \frac1r\right) = 2 - r - \frac1r.$$

The strength is negative, so the impurity is attractive. The energy equals $-(1-r)^2/r$, below all the plane-wave energies. The norm is finite, because

$$\sum_j r^{2|j|} = \frac{1+r^2}{1-r^2},$$

and the normalized amplitude is $\sqrt{(1-r^2)/(1+r^2)}\; r^{|j|}$. The absence of a potential therefore cannot be relaxed to a potential on a single site.

The theorem has three parts: the state is nonzero, it is square summable, and it satisfies the equation with the impurity term, which the `if j = 0` expression switches on. Summability is reduced to a geometric series on each half of the chain. The equation is checked for $j<0$, $j=0$ and $j>0$ in turn, with $1/r$ replaced by a symbol `q` that satisfies $qr = 1$.

```lean
/-- For `0 < r < 1`, an impurity of strength `r - 1/r` at site zero has the nonzero,
square summable eigenstate `r ^ |j|`, with energy `2 - r - 1/r`. -/
theorem impurity_bound_state {r : ℝ} (h0 : 0 < r) (h1 : r < 1) :
    boundState r ≠ 0 ∧ (Summable fun j => ‖boundState r j‖ ^ 2) ∧
    ∀ j, kinetic (boundState r) j +
        (if j = 0 then ((r - r⁻¹ : ℝ) : ℂ) else 0) * boundState r j =
      ((2 - r - r⁻¹ : ℝ) : ℂ) * boundState r j := by
  refine ⟨?_, ?_, ?_⟩
  · intro h
    have h2 := congrFun h 0
    simp [boundState] at h2
  · -- a geometric series on each half of the chain
    have g : Summable fun n : ℕ => (r ^ 2) ^ n :=
      summable_geometric_of_lt_one (by positivity) (by nlinarith)
    have e : ∀ n : ℕ, ‖(r : ℂ) ^ n‖ ^ 2 = (r ^ 2) ^ n := by
      intro n
      rw [norm_pow, Complex.norm_real, Real.norm_eq_abs, abs_of_pos h0]
      ring
    refine Summable.of_nat_of_neg ?_ ?_
    · simpa only [boundState, Int.natAbs_natCast, e] using g
    · simpa only [boundState, Int.natAbs_neg, Int.natAbs_natCast, e] using g
  · intro j
    have hinv : (r : ℂ)⁻¹ * r = 1 :=
      inv_mul_cancel₀ (Complex.ofReal_ne_zero.2 h0.ne')
    simp only [Complex.ofReal_sub, Complex.ofReal_inv, Complex.ofReal_ofNat, kinetic,
      boundState]
    generalize (r : ℂ)⁻¹ = q at hinv ⊢
    rcases lt_trichotomy j 0 with hj | hj | hj
    · obtain ⟨n, b⟩ : ∃ n : ℕ, j.natAbs = n + 1 := ⟨j.natAbs - 1, by omega⟩
      have a : (j + 1).natAbs = n := by omega
      have c : (j - 1).natAbs = n + 2 := by omega
      rw [a, b, c, if_neg hj.ne]
      linear_combination (r : ℂ) ^ n * hinv
    · -- at the impurity the potential compensates the kink
      have a : (j + 1).natAbs = 1 := by omega
      have b : j.natAbs = 0 := by omega
      have c : (j - 1).natAbs = 1 := by omega
      rw [a, b, c, if_pos hj]
      ring
    · obtain ⟨n, b⟩ : ∃ n : ℕ, j.natAbs = n + 1 := ⟨j.natAbs - 1, by omega⟩
      have a : (j + 1).natAbs = n + 2 := by omega
      have c : (j - 1).natAbs = n := by omega
      rw [a, b, c, if_neg hj.ne']
      linear_combination (r : ℂ) ^ n * hinv

end

end FreeLatticeBoundStates
```

As $r \to 1$ the impurity strength tends to zero and the energy rises to zero, the lower edge of the band. The normalized amplitude at the impurity also tends to zero: the state spreads over the chain, and no normalized state is left in the limit.

## Closing off an infinite chain in a bound-state calculation

The factorisation also lets a finite matrix represent a bound state on an infinite chain. Beyond the last site with a potential, a decaying solution with energy below the band obeys $u_{j+1} = r u_j$, where $r$ is the root of modulus less than one. At the last site $N$ that is kept, the unknown $u_{N+1}$ is replaced by $r u_N$, which subtracts $r$ from the diagonal entry; at a site without a potential the entry changes from $2$ to $2 - r$. The left end is treated in the same way.

Take an impurity of strength $-3/2$ and keep the sites $-1, 0, 1$. At $E = -1/2$ the conditions $r + s = 5/2$ and $rs = 1$ give $r = 1/2$ and $s = 2$, and the matrix is

$$\begin{pmatrix} 3/2 & -1 & 0 \\ -1 & 1/2 & -1 \\ 0 & -1 & 3/2 \end{pmatrix}.$$

The vector $(1/2,\, 1,\, 1/2)$ is an eigenvector with eigenvalue $-1/2$, as it should be. Normalized over the whole infinite chain, the state has probability $3/5$ at the impurity. Since $r$ depends on $E$, an unknown energy is subject to a consistency condition: the $E$ that fixes $r$ must also be an eigenvalue of the matrix.

```lean
#print axioms FreeLatticeBoundStates.no_free_bound_states
#print axioms FreeLatticeBoundStates.plane_wave
#print axioms FreeLatticeBoundStates.impurity_bound_state
```

```
'FreeLatticeBoundStates.no_free_bound_states' depends on axioms: [propext, Classical.choice, Quot.sound]
'FreeLatticeBoundStates.plane_wave' depends on axioms: [propext, Classical.choice, Quot.sound]
'FreeLatticeBoundStates.impurity_bound_state' depends on axioms: [propext, Classical.choice, Quot.sound]
```
